# Cycle lemma for spin-½ coupling paths: with $a$ steps up and $b\le a$ steps down, exactly $a-b$ cyclic starts stay positive

Couple three spins ½ in succession, so that the first two raise the total spin by ½ and the third lowers it. Twice the total spin changes by $+1,+1,-1$ and takes the values $1,2,1$, never returning to zero. Read cyclically from the second step, the sequence gives $1,0,1$, which touches zero; from the third it begins at $-1$. One start in three succeeds, and $2-1=1$.

The question is how many starts succeed for a longer sequence. The condition is stricter than that of the branching diagram, which allows intermediate singlets.

```lean
import Mathlib

open Finset

namespace SpinPathCycle
```

## Paths on a cycle

Let the steps be $w_0,\dots,w_{n-1}$, with indices read modulo $n$. The sum of $m$ steps from position $i$ is

$$T_i(m)=\sum_{k=0}^{m-1} w_{(i+k)\bmod n}.$$

In Lean this is `twoS n w i m`. It is twice the intermediate spin as long as the path stays nonnegative.

```lean
/-- Sum of `m` successive steps of the cyclic sequence `w 0, …, w (n-1)`, starting at position
`i`. For steps `±1` it is twice the spin reached, as long as the path stays nonnegative.
The domain is `n > 0`. -/
def twoS (n : ℕ) (w : ℕ → ℤ) (i m : ℕ) : ℤ :=
  ∑ k ∈ range m, w ((i + k) % n)
```

A start $i<n$ is good if $T_i(m)>0$ for every $1\le m\le n$. The set `goodStarts n w` contains positions, so two starts that yield the same sequence count twice.

```lean
open scoped Classical in
/-- The starting positions, among the `n` cyclic shifts, from which all nonempty partial sums
are strictly positive. -/
noncomputable def goodStarts (n : ℕ) (w : ℕ → ℤ) : Finset ℕ :=
  (range n).filter (fun i => ∀ m ∈ Icc 1 n, 0 < twoS n w i m)
```

Consecutive stretches add: $T_i(p+m)=T_i(p)+T_{i+p}(m)$. The proof is by induction on $m$, splitting off the last step.

```lean
/-- Partial sums add when one stretch of the path follows another. -/
theorem twoS_add (n : ℕ) (w : ℕ → ℤ) (i p m : ℕ) :
    twoS n w i (p + m) = twoS n w i p + twoS n w (i + p) m := by
  induction m with
  | zero => simp [twoS]
  | succ m ih =>
    unfold twoS at ih ⊢
    rw [← add_assoc, sum_range_succ, sum_range_succ, ih, ← add_assoc i p m, add_assoc]
```

Splitting $n+1$ steps in two ways gives

$$T_i(1)+T_{i+1}(n)=T_i(n)+T_{i+n}(1).$$

The single steps $T_i(1)$ and $T_{i+n}(1)$ are equal, so $T_{i+1}(n)=T_i(n)$. By induction on $i$, every full turn has the same total $d=\sum_{k<n}w_k$.

```lean
/-- A full turn around the cycle gives the same total from every starting position. -/
theorem full_turn (n : ℕ) (w : ℕ → ℤ) (i : ℕ) :
    twoS n w i n = ∑ k ∈ range n, w k := by
  induction i with
  | zero =>
    unfold twoS
    exact sum_congr rfl fun k hk => by
      rw [zero_add, Nat.mod_eq_of_lt (mem_range.mp hk)]
  | succ i ih =>
    -- moving the start by one drops a step in front and appends the same step at the end
    have h1 := twoS_add n w i 1 n
    have h2 := twoS_add n w i n 1
    have h3 : twoS n w (i + n) 1 = twoS n w i 1 := by simp [twoS]
    rw [add_comm 1 n] at h1
    linarith
```

## The lowest height rises only at good starts

Write $S(j)=T_0(j)$ for the height at $j$; this $S$ is not the spin quantum number. Let $M(j)=\min_{0\le m<n}S(j+m)$. Assume $S(i+1)\le S(i)+1$ and $S(i+n)\ge S(i)$.

- If the next $n$ heights all exceed $S(i)$, then $M(i)=S(i)$. The heights are integers, so the next window lies at or above $S(i)+1$, and its first point is no higher than that. Hence $M(i+1)=M(i)+1$.
- Otherwise some later point of the next window is no higher than $S(i)$, so dropping $S(i)$ does not raise the minimum. The point gained, $S(i+n)\ge S(i)\ge M(i)$, does not lower it. Hence $M(i+1)=M(i)$.

The lemma takes any integer functions $S$ and $M$; `hle` and `hat` say that $M$ is the window minimum. The two branches of `split_ifs` are the two cases, and `omega` does the integer comparisons.

```lean
open scoped Classical in
/-- Let `M j` be the lowest height of a path `S` with integer heights in the window of `n > 0`
points beginning at `j`. If the path rises by at most one at `i` and is not lower after `n` steps,
then `M` rises by one at `i` when the next `n` heights all exceed `S i`, and is unchanged otherwise.
-/
theorem lowest_step (S M : ℕ → ℤ) (n i : ℕ) (hn : 0 < n)
    (hup : S (i + 1) ≤ S i + 1) (hturn : S i ≤ S (i + n))
    (hle : ∀ j, ∀ m < n, M j ≤ S (j + m)) (hat : ∀ j, ∃ m < n, M j = S (j + m)) :
    M (i + 1) - M i = if ∀ m ∈ Icc 1 n, S i < S (i + m) then 1 else 0 := by
  obtain ⟨p, hp, hMp⟩ := hat i
  obtain ⟨q, hq, hMq⟩ := hat (i + 1)
  have h0 : M i ≤ S i := by simpa using hle i 0 hn
  have h1 : M (i + 1) ≤ S (i + 1) := by simpa using hle (i + 1) 0 hn
  have hq' : M (i + 1) = S (i + (q + 1)) := hMq.trans (congrArg S (by omega))
  split_ifs with h
  · -- the next `n` heights all exceed the present one
    have h2 := h (q + 1) (mem_Icc.mpr ⟨by omega, by omega⟩)
    have h3 : M i = S i := by
      rcases Nat.eq_zero_or_pos p with rfl | hp0
      · simpa using hMp
      · have := h p (mem_Icc.mpr ⟨hp0, hp.le⟩)
        omega
    omega
  · -- one of the next `n` heights is no higher, so dropping the present point does not raise the minimum
    simp only [not_forall, not_lt] at h
    obtain ⟨m, hm, hS⟩ := h
    rw [mem_Icc] at hm
    have h2 := hle (i + 1) (m - 1) (by omega)
    rw [show i + 1 + (m - 1) = i + m by omega] at h2
    have h3 : M i ≤ M (i + 1) := by
      rcases Nat.lt_or_ge (q + 1) n with hlt | hge
      · have := hle i (q + 1) hlt
        omega
      · have hqn : q + 1 = n := by omega
        rw [hqn] at hq'
        omega
    have h4 : M (i + 1) ≤ M i := by
      rcases Nat.eq_zero_or_pos p with rfl | hp0
      · have : M i = S i := by simpa using hMp
        omega
      · have := hle (i + 1) (p - 1) (by omega)
        rw [show i + 1 + (p - 1) = i + p by omega] at this
        omega
    omega
```

Since $S(i+m)-S(i)=T_i(m)$, the first case is exactly a good start. One turn later all heights have shifted by $d$, so $M(n)=M(0)+d$, and

$$\#\text{good}=\sum_{i=0}^{n-1}\bigl(M(i+1)-M(i)\bigr)=M(n)-M(0)=d.$$

This needs only integer steps $w_k\le1$ and $d\ge0$. In the proof, `choose` produces $M$ and `sum_range_sub` telescopes the sum.

```lean
/-- For integer steps not exceeding `+1` and with nonnegative total, the number of cyclic shifts
with all nonempty partial sums strictly positive equals the total. -/
theorem card_goodStarts (n : ℕ) (w : ℕ → ℤ) (hstep : ∀ k < n, w k ≤ 1)
    (hd : 0 ≤ ∑ k ∈ range n, w k) :
    ((goodStarts n w).card : ℤ) = ∑ k ∈ range n, w k := by
  rcases Nat.eq_zero_or_pos n with rfl | hn
  · simp [goodStarts]
  have hS : ∀ i m, twoS n w 0 (i + m) = twoS n w 0 i + twoS n w i m := by
    intro i m
    have h := twoS_add n w 0 i m
    rwa [zero_add] at h
  -- the lowest height in each window of length `n`
  have hmin : ∀ j, ∃ v, (∀ m < n, v ≤ twoS n w 0 (j + m)) ∧
      ∃ m < n, v = twoS n w 0 (j + m) := by
    intro j
    obtain ⟨p, hp, h⟩ := exists_min_image (range n) (fun m => twoS n w 0 (j + m))
      ⟨0, mem_range.mpr hn⟩
    exact ⟨twoS n w 0 (j + p), fun m hm => h m (mem_range.mpr hm), p, mem_range.mp hp, rfl⟩
  choose M hle hat using hmin
  have hup : ∀ i, twoS n w 0 (i + 1) ≤ twoS n w 0 i + 1 := by
    intro i
    have h1 : twoS n w i 1 = w (i % n) := by simp [twoS]
    have h2 := hstep (i % n) (Nat.mod_lt _ hn)
    rw [hS i 1]
    linarith
  have hturn : ∀ i, twoS n w 0 i ≤ twoS n w 0 (i + n) := by
    intro i
    rw [hS i n, full_turn]
    linarith
  -- after one turn the lowest height has risen by the total
  have hend : M n - M 0 = ∑ k ∈ range n, w k := by
    have hper : ∀ m, twoS n w 0 (n + m) = twoS n w 0 (0 + m) + ∑ k ∈ range n, w k := by
      intro m
      rw [add_comm n m, hS m n, full_turn, zero_add]
    obtain ⟨p, hp, h1⟩ := hat 0
    obtain ⟨q, hq, h2⟩ := hat n
    have h3 := hle 0 q hq
    have h4 := hle n p hp
    rw [hper] at h2 h4
    linarith
  calc ((goodStarts n w).card : ℤ) = ∑ i ∈ range n, (M (i + 1) - M i) := by
        rw [goodStarts, card_filter, Nat.cast_sum]
        refine sum_congr rfl fun i _ => ?_
        rw [lowest_step (twoS n w 0) M n i hn (hup i) (hturn i) hle hat]
        have hiff : (∀ m ∈ Icc 1 n, twoS n w 0 i < twoS n w 0 (i + m)) ↔
            ∀ m ∈ Icc 1 n, 0 < twoS n w i m := by
          simp only [hS i, lt_add_iff_pos_right]
        by_cases h : ∀ m ∈ Icc 1 n, 0 < twoS n w i m
        · simp only [if_pos h, if_pos (hiff.mpr h), Nat.cast_one]
        · simp only [if_neg h, if_neg (mt hiff.mp h), Nat.cast_zero]
    _ = M n - M 0 := sum_range_sub M n
    _ = ∑ k ∈ range n, w k := hend
```

## Steps of ±1

Each step is twice the indicator of an up-step, minus one, so $d=2a-(a+b)=a-b$. Hypothesis `hpm` restricts the steps to $\pm1$ and `ha` fixes the number of up-steps. The equation is stated in the integers.

```lean
/-- Cycle lemma: for `a + b` steps `±1`, exactly `a` of them `+1`, with `b ≤ a`, exactly `a - b`
starting positions give a path whose nonempty partial sums are all strictly positive. -/
theorem cycle_lemma (a b : ℕ) (w : ℕ → ℤ) (hab : b ≤ a)
    (hpm : ∀ k < a + b, w k = 1 ∨ w k = -1)
    (ha : ((range (a + b)).filter (fun k => w k = 1)).card = a) :
    ((goodStarts (a + b) w).card : ℤ) = a - b := by
  have hcard : (∑ k ∈ range (a + b), if w k = 1 then (1 : ℤ) else 0) = a := by
    rw [sum_boole, ha]
  -- each step is twice the indicator of an up-step, minus one
  have hsum : ∑ k ∈ range (a + b), w k = (a : ℤ) - b := by
    have h : ∑ k ∈ range (a + b), w k =
        ∑ k ∈ range (a + b), (2 * (if w k = 1 then (1 : ℤ) else 0) - 1) := by
      refine sum_congr rfl fun k hk => ?_
      rcases hpm k (mem_range.mp hk) with h | h <;> norm_num [h]
    rw [h, sum_sub_distrib, ← mul_sum, hcard]
    simp only [sum_const, card_range, nsmul_eq_mul, Nat.cast_add, mul_one]
    ring
  have hab' : (b : ℤ) ≤ a := by exact_mod_cast hab
  rw [card_goodStarts (a + b) w ?_ (by rw [hsum]; linarith), hsum]
  intro k hk
  rcases hpm k hk with h | h <;> omega
```

For $+1,+1,-1,+1$ the heights are $0,1,2,1,2,3,4,3$, and $M(0),\dots,M(4)=0,1,1,1,2$. The rises occur at positions 0 and 3, the $3-1=2$ good starts.

For $a>b$, averaging over all sequences gives $\frac{a-b}{a+b}\binom{a+b}{a}$ strictly positive paths. Each begins with $+1$, and removing that step leaves a branching-diagram path for $a+b-1$ spins ½, which may touch zero. The formula therefore counts the independent spin eigenfunctions of $a+b-1$ spins ½ with total spin $(a-b-1)/2$ and a fixed projection. The average and the correspondence between paths and eigenfunctions are standard theory, not part of the Lean development.

When $a=b+1$, the good start is unique.

```lean
/-- For steps `±1` with one more `+1` than `-1`, exactly one starting position gives a path whose
nonempty partial sums are all strictly positive. -/
theorem unique_start (b : ℕ) (w : ℕ → ℤ)
    (hpm : ∀ k < b + 1 + b, w k = 1 ∨ w k = -1)
    (ha : ((range (b + 1 + b)).filter (fun k => w k = 1)).card = b + 1) :
    ∃ i, goodStarts (b + 1 + b) w = {i} := by
  have h := cycle_lemma (b + 1) b w (by omega) hpm ha
  push_cast at h
  exact card_eq_one.mp (by omega)
```

## When the total or a step is out of range

A good start needs $T_i(n)=d>0$, so $d\le0$ leaves none. For $d<0$ the count is therefore zero and not $d$.

```lean
/-- If the total of the steps is not positive, no starting position keeps all nonempty partial
sums strictly positive. -/
theorem no_start (n : ℕ) (w : ℕ → ℤ) (h : ∑ k ∈ range n, w k ≤ 0) :
    goodStarts n w = ∅ := by
  ext i
  simp only [goodStarts, mem_filter, mem_range, notMem_empty, iff_false]
  rintro ⟨hi, hpos⟩
  have h1 := hpos n (mem_Icc.mpr ⟨by omega, le_rfl⟩)
  rw [full_turn] at h1
  linarith
```

Nor can the bound $w_k\le1$ be relaxed to $w_k\le2$. A single step $+2$, as when a spin 1 is added, has total two but only one starting position: the lowest height jumps by two at once.

```lean
/-- A single step `+2` has total two but only one good starting position, so the count can fail
when a step exceeds `+1`. -/
theorem large_step_fails :
    (goodStarts 1 (fun _ => 2)).card = 1 ∧ ∑ _k ∈ range 1, (2 : ℤ) = 2 := by
  have h : goodStarts 1 (fun _ => 2) = range 1 := by
    ext i
    simp only [goodStarts, mem_filter]
    refine ⟨fun hi => hi.1, fun hi => ⟨hi, fun m hm => ?_⟩⟩
    have hm1 := (mem_Icc.mp hm).1
    simp only [twoS, sum_const, card_range, nsmul_eq_mul]
    omega
  exact ⟨by rw [h, card_range], by simp⟩

end SpinPathCycle
```

```lean
#print axioms SpinPathCycle.cycle_lemma
#print axioms SpinPathCycle.unique_start
#print axioms SpinPathCycle.no_start
#print axioms SpinPathCycle.large_step_fails
```

```
'SpinPathCycle.cycle_lemma' depends on axioms: [propext, Classical.choice, Quot.sound]
'SpinPathCycle.unique_start' depends on axioms: [propext, Classical.choice, Quot.sound]
'SpinPathCycle.no_start' depends on axioms: [propext, Classical.choice, Quot.sound]
'SpinPathCycle.large_step_fails' depends on axioms: [propext, Classical.choice, Quot.sound]
```
